# A full set of orthonormal Wannier functions on a ring has exactly one unitary gauge relative to given Bloch states

An electron in a periodic chain can be described by Bloch states, which are spread over the whole chain, or by Wannier functions, which are attached to cells and repeated by translation. Wannier functions are usually built by choosing a unitary matrix $U(k)$ at each momentum, mixing the bands with it, and summing over momenta. Suppose instead that someone supplies a set of functions from the same band space whose translates are orthonormal, without saying how they were built. Must they come from such a choice of unitaries?

On a finite ring they must, provided that there are as many functions as bands. For a non-interacting electron on a one-dimensional ring with a fixed group of bands, the families of unitary matrices $U(k)$, among which localised Wannier functions are sought, therefore describe every such set.

## From orthonormal translates to unitary matrices

Let the ring have $N\ge 1$ cells, and let $k$ run over the integers modulo $N$. The Bloch states $\psi_{(m,k)}$, with $m$ in a finite set of bands, are orthonormal. The translation $T$ by one cell is linear and satisfies
$$T\psi_{(m,k)}=\lambda_k\,\psi_{(m,k)},\qquad \lambda_k=e^{-2\pi i k/N}.$$
Let the vectors $v_n$ lie in the span of the Bloch states, and let all $T^Rv_n$ with $0\le R<N$ be orthonormal. The claim is that exactly one family $U(k)$ satisfies $U(k)^\dagger U(k)=1$ and
$$v_n=\frac1{\sqrt N}\sum_{k,m}U(k)_{mn}\,\psi_{(m,k)}.$$
If there are as many vectors as bands, each $U(k)$ is unitary.

**Expansion and uniqueness.** Since $v_n$ is in the span, $v_n=\sum_{k,m}c_n(m,k)\psi_{(m,k)}$ for some coefficients. Setting $U(k)_{mn}=\sqrt N\,c_n(m,k)$ gives the required form. Orthonormality gives
$$\langle\psi_{(m,k)},v_n\rangle=\frac1{\sqrt N}U(k)_{mn},$$
so the vectors determine every matrix element.

**Overlaps of translates.** Applying $T$ repeatedly gives $T^R\psi_{(m,k)}=\lambda_k^R\psi_{(m,k)}$. With the inner product conjugate-linear in its first entry,
$$\langle v_n,T^Rv_{n'}\rangle=\frac1N\sum_k\lambda_k^R\sum_m\overline{U(k)_{mn}}\,U(k)_{mn'}=\frac1N\sum_k\lambda_k^R\,G_{nn'}(k),$$
where $G(k)=U(k)^\dagger U(k)$. The left side is $\delta_{R0}\delta_{nn'}$, hence
$$\sum_k\lambda_k^R\,G_{nn'}(k)=N\delta_{R0}\delta_{nn'},\qquad 0\le R<N.$$
The equation for $R=0$ fixes only the average of $G$ over momenta. The other translates supply the rest.

**Inverting the Fourier sum.** For momenta $k\ne q$ the ratio $z=\lambda_k/\lambda_q$ differs from 1 and satisfies $z^N=1$, so $\sum_{R=0}^{N-1}z^R=(z^N-1)/(z-1)=0$. For $k=q$ the sum is $N$. Multiplying the previous equation by $\lambda_q^{-R}$ and summing over $R$ therefore gives
$$N\,G_{nn'}(q)=\sum_{R=0}^{N-1}\lambda_q^{-R}\,N\delta_{R0}\delta_{nn'}=N\delta_{nn'}.$$
Thus $U(q)^\dagger U(q)=1$ at every $q$. For a square matrix this also implies $U(q)U(q)^\dagger=1$.

**One cell.** For $N=1$ there is one momentum, $\lambda_0=1$, and no translate other than $v_n$ itself. With as many vectors as bands, the claim becomes the familiar statement that two orthonormal bases of a finite-dimensional space are related by a unique unitary matrix.

## The ring and its Bloch sums in Lean

The type `M` labels the bands, `ι` labels the vectors, and `E` is any complex inner product space, possibly of infinite dimension. Momenta have type `ZMod N`, and `[NeZero N]` says that the ring has at least one cell.

```lean
import Mathlib

open Matrix Finset
open scoped InnerProductSpace ComplexConjugate

namespace RingGaugeCompleteness

noncomputable section

variable {N : ℕ} [NeZero N] {M ι E : Type*} [Fintype M]
  [NormedAddCommGroup E] [InnerProductSpace ℂ E]
```

The phase $\lambda_k$ is `blochPhase N k`, where `k.val` is the representative of $k$ between $0$ and $N-1$. Its sign belongs to a translation that moves a function forward by one cell.

```lean
/-- The translation eigenvalue `exp(-2πik/N)` at momentum `k` on a ring of `N ≥ 1` cells. -/
def blochPhase (N : ℕ) (k : ZMod N) : ℂ :=
  Complex.exp (-2 * Real.pi * Complex.I * (k.val : ℂ) / N)
```

The name `wannier` is broader than textbook use: it denotes the Bloch sum for any matrices, with no demand of localisation or orthonormality. The matrices have rows in `M` and columns in `ι`, so they may be rectangular.

```lean
/-- The Bloch sum `N^(-1/2) ∑ U(k)_mn ψ_(m,k)` over momenta `k` and bands `m`, for `N ≥ 1`. -/
def wannier (ψ : M × ZMod N → E) (U : ZMod N → Matrix M ι ℂ) (n : ι) : E :=
  ((Real.sqrt N : ℝ) : ℂ)⁻¹ • ∑ k, ∑ m, U k m n • ψ (m, k)
```

## Phases as roots of unity

The next lemma writes $\lambda_k$ as a power of one primitive $N$-th root of unity.

```lean
omit [NeZero N] in
lemma blochPhase_eq (k : ZMod N) :
    blochPhase N k = (Complex.exp (2 * Real.pi * Complex.I / N))⁻¹ ^ k.val := by
  rw [← Complex.exp_neg, ← Complex.exp_nat_mul, blochPhase]
  congr 1
  ring
```

Powers of a primitive root with different exponents below $N$ are different. This is how `hprim.pow_inj` shows that the ratio is not 1 when $k\ne q$, after which `geom_sum_eq` evaluates the geometric sum.

```lean
/-- Summed over the `N` cells of the ring, the relative phases of two momenta give `N` if the
momenta agree and zero otherwise. -/
theorem sum_blochPhase (k q : ZMod N) :
    ∑ R ∈ range N, (blochPhase N k / blochPhase N q) ^ R = if k = q then (N : ℂ) else 0 := by
  have hprim := (Complex.isPrimitiveRoot_exp N (NeZero.ne N)).inv
  have hne : blochPhase N q ≠ 0 := Complex.exp_ne_zero _
  have hpow : ∀ a : ZMod N, blochPhase N a ^ N = 1 := fun a => by
    rw [blochPhase_eq, ← pow_mul, mul_comm a.val N, pow_mul, hprim.pow_eq_one, one_pow]
  split_ifs with h
  · subst h
    simp [div_self hne]
  · -- distinct momenta have distinct phases, so the geometric sum vanishes
    have hz : blochPhase N k / blochPhase N q ≠ 1 := fun e => by
      have e' := (div_eq_one_iff_eq hne).mp e
      rw [blochPhase_eq, blochPhase_eq] at e'
      exact h (ZMod.val_injective N (hprim.pow_inj (ZMod.val_lt k) (ZMod.val_lt q) e'))
    rw [geom_sum_eq hz, div_pow, hpow, hpow, div_one, sub_self, zero_div]
```

The inversion is stated for a general function `g` of momentum. The `calc` block starts from $N g(q)$, inserts the geometric sum, exchanges the two summations, and uses the hypothesis, which leaves only the term $R=0$.

```lean
/-- A function of momentum whose Fourier sum is `N d` at the origin and zero at every other cell
of the ring equals `d` at every momentum. -/
theorem flat_of_fourier (g : ZMod N → ℂ) (d : ℂ)
    (h : ∀ R < N, ∑ k, blochPhase N k ^ R * g k = if R = 0 then (N : ℂ) * d else 0)
    (q : ZMod N) : g q = d := by
  have hN : (N : ℂ) ≠ 0 := Nat.cast_ne_zero.mpr (NeZero.ne N)
  apply mul_left_cancel₀ hN
  calc (N : ℂ) * g q
      = ∑ k, (∑ R ∈ range N, (blochPhase N k / blochPhase N q) ^ R) * g k := by
        simp [sum_blochPhase]
    _ = ∑ R ∈ range N, (blochPhase N q ^ R)⁻¹ * ∑ k, blochPhase N k ^ R * g k := by
        simp only [Finset.sum_mul, Finset.mul_sum]
        rw [Finset.sum_comm]
        refine Finset.sum_congr rfl fun R _ => Finset.sum_congr rfl fun k _ => ?_
        rw [div_pow]
        ring
    _ = ∑ R ∈ range N, (blochPhase N q ^ R)⁻¹ * (if R = 0 then (N : ℂ) * d else 0) :=
        Finset.sum_congr rfl fun R hR => by rw [h R (Finset.mem_range.mp hR)]
    _ = (N : ℂ) * d := by
        rw [Finset.sum_eq_single 0]
        · simp
        · intro R _ hR
          simp [hR]
        · intro h0
          exact absurd (Finset.mem_range.mpr (Nat.pos_of_ne_zero (NeZero.ne N))) h0
```

## Overlaps of Bloch sums

The double sum over momenta and bands is first rewritten as one sum over pairs.

```lean
lemma wannier_eq (ψ : M × ZMod N → E) (U : ZMod N → Matrix M ι ℂ) (n : ι) :
    wannier ψ U n = ∑ p, (((Real.sqrt N : ℝ) : ℂ)⁻¹ * U p.2 p.1 n) • ψ p := by
  simp only [wannier, Fintype.sum_prod_type_right, Finset.smul_sum, smul_smul]
```

Orthonormality then picks out a single coefficient, which is the formula used for uniqueness.

```lean
/-- For orthonormal Bloch states, the overlap of `ψ_(m,k)` with a Bloch sum is
`N^(-1/2) U(k)_mn`. -/
theorem inner_wannier {ψ : M × ZMod N → E} (hψ : Orthonormal ℂ ψ)
    (U : ZMod N → Matrix M ι ℂ) (n : ι) (m : M) (k : ZMod N) :
    ⟪ψ (m, k), wannier ψ U n⟫_ℂ = ((Real.sqrt N : ℝ) : ℂ)⁻¹ * U k m n := by
  rw [wannier_eq]
  exact hψ.inner_right_fintype (fun p => ((Real.sqrt N : ℝ) : ℂ)⁻¹ * U p.2 p.1 n) (m, k)
```

The overlap with a translated Bloch sum follows. An induction on `R` proves `hTR`, the action of $T^R$ on a Bloch state, and `hs` combines the two factors $N^{-1/2}$ into $N^{-1}$. The remaining steps collect the band sum into a matrix element of $U(k)^\dagger U(k)$.

```lean
/-- For orthonormal Bloch states of the translation `T`, the overlap of one Bloch sum with another
translated by `R` cells is the Fourier sum of the matrix element of `U(k)†U(k)`, divided by `N`. -/
theorem inner_translate {ψ : M × ZMod N → E} (hψ : Orthonormal ℂ ψ) (T : E →ₗ[ℂ] E)
    (hT : ∀ p, T (ψ p) = blochPhase N p.2 • ψ p) (U : ZMod N → Matrix M ι ℂ)
    (n n' : ι) (R : ℕ) :
    ⟪wannier ψ U n, (T ^ R) (wannier ψ U n')⟫_ℂ
      = (N : ℂ)⁻¹ * ∑ k, blochPhase N k ^ R * ((U k)ᴴ * U k) n n' := by
  have hTR : ∀ p, (T ^ R) (ψ p) = blochPhase N p.2 ^ R • ψ p := fun p => by
    induction R with
    | zero => simp
    | succ R ih => rw [pow_succ, Module.End.mul_apply, hT, map_smul, ih, smul_smul, pow_succ']
  have hs : ((Real.sqrt N : ℝ) : ℂ)⁻¹ * ((Real.sqrt N : ℝ) : ℂ)⁻¹ = (N : ℂ)⁻¹ := by
    rw [← mul_inv, ← Complex.ofReal_mul, Real.mul_self_sqrt (Nat.cast_nonneg N),
      Complex.ofReal_natCast]
  rw [wannier_eq, wannier_eq, map_sum]
  simp only [map_smul, hTR, smul_smul]
  rw [hψ.inner_sum, Fintype.sum_prod_type_right, Finset.mul_sum]
  refine Finset.sum_congr rfl fun k _ => ?_
  rw [Matrix.mul_apply, Finset.mul_sum, Finset.mul_sum]
  refine Finset.sum_congr rfl fun m _ => ?_
  rw [map_mul, map_inv₀, Complex.conj_ofReal, Matrix.conjTranspose_apply, starRingEnd_apply]
  linear_combination (star (U k m n) * U k m n' * blochPhase N k ^ R) * hs
```

## Unique gauges, rectangular and square

The hypotheses of the main theorem are those of the derivation. `hψ` is orthonormality of the Bloch states, `hT` is the eigenvalue equation, and `hspan` keeps the vectors inside the band space. In `hv` the index is a pair of a vector label and an element of `Fin N`, so it states orthonormality of all $T^Rv_n$ together. The symbol `∃!` means that exactly one family has both listed properties.

The proof obtains coefficients with `choose` and rescales them to define `U`. For each pair `n`, `n'` it reads the overlap from `hv`, converts it with `inner_translate`, and applies `flat_of_fourier`. Uniqueness compares two expansions through `inner_wannier`.

```lean
/-- If vectors in the span of orthonormal Bloch states have orthonormal translates around the ring,
exactly one family of matrices `U(k)` with orthonormal columns writes them as Bloch sums. -/
theorem existsUnique_isometric_gauge [DecidableEq ι] {ψ : M × ZMod N → E}
    (hψ : Orthonormal ℂ ψ) (T : E →ₗ[ℂ] E) (hT : ∀ p, T (ψ p) = blochPhase N p.2 • ψ p)
    (v : ι → E) (hspan : ∀ n, v n ∈ Submodule.span ℂ (Set.range ψ))
    (hv : Orthonormal ℂ (fun p : ι × Fin N => (T ^ (p.2 : ℕ)) (v p.1))) :
    ∃! U : ZMod N → Matrix M ι ℂ, (∀ k, (U k)ᴴ * U k = 1) ∧ ∀ n, v n = wannier ψ U n := by
  have hN : (N : ℂ) ≠ 0 := Nat.cast_ne_zero.mpr (NeZero.ne N)
  have hs : ((Real.sqrt N : ℝ) : ℂ) ≠ 0 := Complex.ofReal_ne_zero.mpr
    (Real.sqrt_ne_zero'.mpr (Nat.cast_pos.mpr (Nat.pos_of_ne_zero (NeZero.ne N))))
  -- expand each vector in the Bloch states
  choose c hc using fun n => (Submodule.mem_span_range_iff_exists_fun ℂ).mp (hspan n)
  let U : ZMod N → Matrix M ι ℂ := fun k m n => ((Real.sqrt N : ℝ) : ℂ) * c n (m, k)
  have hU : ∀ n, v n = wannier ψ U n := fun n => by
    rw [wannier_eq, ← hc n]
    refine Finset.sum_congr rfl fun p _ => ?_
    simp only [U]
    rw [inv_mul_cancel_left₀ hs]
  refine ⟨U, ⟨fun k => ?_, hU⟩, fun V hV => ?_⟩
  · -- orthonormal translates force the Gram matrix to be the same at all momenta
    ext n n'
    refine flat_of_fourier (fun k => ((U k)ᴴ * U k) n n') _ (fun R hR => ?_) k
    have h := orthonormal_iff_ite.mp hv (n, ⟨0, Nat.pos_of_ne_zero (NeZero.ne N)⟩) (n', ⟨R, hR⟩)
    simp only [pow_zero, Module.End.one_apply] at h
    rw [hU n, hU n', inner_translate hψ T hT, inv_mul_eq_iff_eq_mul₀ hN] at h
    rw [h]
    by_cases h0 : R = 0 <;> by_cases hn : n = n' <;>
      simp [h0, hn, Matrix.one_apply, Prod.ext_iff, Fin.ext_iff, eq_comm]
  · -- overlaps with the Bloch states determine the matrices
    funext k
    ext m n
    have h := inner_wannier hψ V n m k
    rw [← hV.2 n, hU n, inner_wannier hψ] at h
    exact (mul_left_cancel₀ (inv_ne_zero hs) h).symm
```

In the square case the vectors are labelled by `M` itself, which encodes that there are as many of them as bands. Membership in `Matrix.unitaryGroup M ℂ` is reduced to $U(k)^\dagger U(k)=1$, and the previous theorem applies.

```lean
/-- If as many vectors as bands, in the span of orthonormal Bloch states, have orthonormal
translates, they are Bloch sums with unique unitaries `U(k)`. -/
theorem existsUnique_unitary_gauge [DecidableEq M] {ψ : M × ZMod N → E}
    (hψ : Orthonormal ℂ ψ) (T : E →ₗ[ℂ] E) (hT : ∀ p, T (ψ p) = blochPhase N p.2 • ψ p)
    (v : M → E) (hspan : ∀ n, v n ∈ Submodule.span ℂ (Set.range ψ))
    (hv : Orthonormal ℂ (fun p : M × Fin N => (T ^ (p.2 : ℕ)) (v p.1))) :
    ∃! U : ZMod N → Matrix M M ℂ,
      (∀ k, U k ∈ Matrix.unitaryGroup M ℂ) ∧ ∀ n, v n = wannier ψ U n := by
  simp only [Matrix.mem_unitaryGroup_iff', Matrix.star_eq_conjTranspose]
  exact existsUnique_isometric_gauge hψ T hT v hspan hv
```

No Hamiltonian appears in these statements. To use them for a periodic chain, one must separately identify the $\psi_{(m,k)}$ with the Bloch states of a chosen group of bands. Nothing is said about smoothness of $U(k)$ in $k$ or about how localised the $v_n$ are.

## One band on two sites

A two-site ring gives a concrete instance. In the momentum basis, translation keeps the amplitude at $k=0$ and reverses the one at $k=1$.

```lean
/-- The translation of a two-site ring in its momentum basis: it keeps the first amplitude and
reverses the sign of the second. -/
def twoSiteShift : EuclideanSpace ℂ (Fin 2) →ₗ[ℂ] EuclideanSpace ℂ (Fin 2) where
  toFun x := !₂[x 0, -x 1]
  map_add' x y := by ext i; fin_cases i <;> simp [add_comm]
  map_smul' a x := by ext i; fin_cases i <;> simp
```

The single band consists of the two basis vectors.

```lean
/-- The two momentum basis states of the two-site ring, as a single band. -/
def twoSiteBloch (p : Fin 1 × ZMod 2) : EuclideanSpace ℂ (Fin 2) :=
  if p.2 = 0 then !₂[1, 0] else !₂[0, 1]
```

The vector with amplitudes $(1+i)/2$ and $(1-i)/2$ has norm 1 and is orthogonal to its translate, because both amplitudes have squared modulus $1/2$. Multiplying them by $\sqrt2$ gives the gauge: the phases $e^{i\pi/4}$ at $k=0$ and $e^{-i\pi/4}$ at $k=1$. The theorem checks the four hypotheses for this vector, computing inner products and translations in components.

```lean
/-- On the two-site ring the vector with momentum amplitudes `(1+i)/2` and `(1-i)/2` meets the
hypotheses `hψ`, `hT`, `hspan` and `hv` of `existsUnique_unitary_gauge`. -/
theorem unitary_gauge_witness :
    Orthonormal ℂ twoSiteBloch ∧
    (∀ p, twoSiteShift (twoSiteBloch p) = blochPhase 2 p.2 • twoSiteBloch p) ∧
    (!₂[(1 + Complex.I) / 2, (1 - Complex.I) / 2] ∈
      Submodule.span ℂ (Set.range twoSiteBloch)) ∧
    Orthonormal ℂ (fun p : Fin 1 × Fin 2 => (twoSiteShift ^ (p.2 : ℕ))
      !₂[(1 + Complex.I) / 2, (1 - Complex.I) / 2]) := by
  have h2 : ∀ k : ZMod 2, k = 0 ∨ k = 1 := by decide
  have h10 : (1 : ZMod 2) ≠ 0 := by decide
  have p0 : blochPhase 2 0 = 1 := by simp [blochPhase]
  have p1 : blochPhase 2 1 = -1 := by
    have hval : (1 : ZMod 2).val = 1 := rfl
    have harg : -2 * (Real.pi : ℂ) * Complex.I * ((1 : ℕ) : ℂ) / ((2 : ℕ) : ℂ)
        = -(Real.pi * Complex.I) := by
      push_cast
      ring
    rw [blochPhase, hval, harg, Complex.exp_neg, Complex.exp_pi_mul_I]
    norm_num
  -- the inner product and the translation in components
  have hin : ∀ a b c d : ℂ, ⟪(!₂[a, b] : EuclideanSpace ℂ (Fin 2)), !₂[c, d]⟫_ℂ
      = conj a * c + conj b * d := fun a b c d => by
    simp [PiLp.inner_apply, Fin.sum_univ_two, mul_comm]
  have hS : ∀ a b : ℂ, twoSiteShift !₂[a, b] = !₂[a, -b] := fun a b => by
    ext i
    fin_cases i <;> simp [twoSiteShift]
  refine ⟨?_, ?_, ?_, ?_⟩
  · rw [orthonormal_iff_ite]
    rintro ⟨m, k⟩ ⟨m', k'⟩
    obtain rfl := Subsingleton.elim m m'
    rcases h2 k with rfl | rfl <;> rcases h2 k' with rfl | rfl <;>
      simp only [twoSiteBloch, h10, ↓reduceIte, hin] <;> simp
  · rintro ⟨m, k⟩
    rcases h2 k with rfl | rfl <;> ext i <;> fin_cases i <;>
      simp [twoSiteBloch, twoSiteShift, p0, p1]
  · have e : (!₂[(1 + Complex.I) / 2, (1 - Complex.I) / 2] : EuclideanSpace ℂ (Fin 2))
        = ((1 + Complex.I) / 2) • twoSiteBloch (0, 0)
          + ((1 - Complex.I) / 2) • twoSiteBloch (0, 1) := by
      ext i
      fin_cases i <;> simp [twoSiteBloch]
    rw [e]
    exact Submodule.add_mem _
      (Submodule.smul_mem _ _ (Submodule.subset_span ⟨_, rfl⟩))
      (Submodule.smul_mem _ _ (Submodule.subset_span ⟨_, rfl⟩))
  · have hc : conj (2 : ℂ) = 2 := by
      apply Complex.ext
      · rw [Complex.conj_re]
      · rw [Complex.conj_im]
        norm_num
    have hc1 : conj ((1 + Complex.I) / 2) = (1 - Complex.I) / 2 := by
      rw [map_div₀, map_add, map_one, Complex.conj_I, hc, sub_eq_add_neg]
    have hc2 : conj ((1 - Complex.I) / 2) = (1 + Complex.I) / 2 := by
      rw [map_div₀, map_sub, map_one, Complex.conj_I, hc, sub_neg_eq_add]
    have hf : ∀ a : Fin 2, a = 0 ∨ a = 1 := by decide
    have f01 : (0 : Fin 2) ≠ 1 := by decide
    have f10 : (1 : Fin 2) ≠ 0 := by decide
    rw [orthonormal_iff_ite]
    rintro ⟨m, a⟩ ⟨m', b⟩
    obtain rfl := Subsingleton.elim m m'
    rcases hf a with rfl | rfl <;> rcases hf b with rfl | rfl <;>
      simp only [Fin.val_zero, Fin.val_one, pow_zero, pow_one, Module.End.one_apply, hS, hin,
        map_neg, hc1, hc2, Prod.mk.injEq, f01, f10, and_false, ↓reduceIte]
    · linear_combination (-1 / 2 : ℂ) * Complex.I_sq
    · ring
    · ring
    · linear_combination (-1 / 2 : ℂ) * Complex.I_sq

end

end RingGaugeCompleteness
```

```lean
#print axioms RingGaugeCompleteness.existsUnique_unitary_gauge
```

```
'RingGaugeCompleteness.existsUnique_unitary_gauge' depends on axioms: [propext, Classical.choice, Quot.sound]
```
